# Undoped graphene's imaginary-frequency polarizability from its Dirac-cone absorption

The absorption spectrum at positive frequencies is modelled as zero up to a threshold and as an explicit expression above it, and the Kramers–Kronig transform is defined for an arbitrary spectrum. The closed form of the polarizability therefore enters neither definition and has to come out of an integral. Take non-interacting electrons at zero temperature in ideal Dirac cones with fourfold spin–valley degeneracy, velocity $v>0$ and $\hbar=1$. At wavevector $q>0$ and imaginary frequency $iw$, with $w$ real, minus their density response is

$$\frac{2}{\pi}\int_{vq}^{\infty}\frac{x\,q^2}{4(x^2+w^2)\sqrt{x^2-v^2q^2}}\,dx=\frac{q^2}{4\sqrt{v^2q^2+w^2}} .$$

## Interband transitions start at $vq$

In undoped graphene at zero temperature the lower Dirac cone is full and the upper one is empty. A perturbation of wavevector $\mathbf q$, with $q=|\mathbf q|$, lifts an electron from momentum $\mathbf k$ in the lower cone to $\mathbf k+\mathbf q$ in the upper one. With $\hbar=1$ this costs the energy $v|\mathbf k|+v|\mathbf k+\mathbf q|$, which is at least $vq$ by the triangle inequality. With fourfold spin–valley degeneracy, the absorption at frequency $x$ is

$$A(x)=\frac{q^2}{4\sqrt{x^2-v^2q^2}}\quad(x>vq),\qquad A(x)=0\quad(x\le vq).$$

Let $\chi$ be the density response, that is, the induced density divided by the perturbing potential energy. At positive frequencies $A$ stands for $-\operatorname{Im}\chi$; its values at negative frequencies are never used. The response $\chi$ is negative in the static limit, so it is convenient to work with $-\chi$; this is the sign meant by "up to sign" below. Causality links $-\chi$ to the absorption. At a complex frequency $z$ with $z^2=-s$, the dispersion relation reads

$$K(s)=\frac{2}{\pi}\int_0^\infty\frac{x\,A(x)}{x^2+s}\,dx .$$

Imaginary frequency $z=iw$ means $s=w^2$, and real frequency $z=\Omega$ means $s=-\Omega^2$.

The imaginary axis is where RPA correlation energies are usually integrated, because the response is smooth there. For ideal Dirac cones, the formula supplies the non-interacting response that such a calculation starts from.

## What the theorems say

In Lean, `absorption v q x` is $A(x)$ and `kramersKronig A s` is $K(s)$ for any real function `A`. All quantities are real numbers: the transform depends on the frequency only through its square, and the prefactor of the conductivity at frequency $iw$ is real, so no complex numbers are needed. The set `Ioi a` is the open half-line $x>a$.

The central theorem, `kramersKronig_absorption`, says that for $v,q>0$ and $v^2q^2+s>0$,

$$K(s)=\frac{q^2}{4\sqrt{v^2q^2+s}} .$$

The last hypothesis places the squared frequency $-s$ below the squared threshold. Five results follow from it:

- `polarizability_imaginary_frequency` is the case $s=w^2$, for every real $w$.
- `polarizability_below_threshold` is the case $s=-\Omega^2$ with $|\Omega|<vq$, giving $q^2/(4\sqrt{v^2q^2-\Omega^2})$.
- `static_polarizability` gives $K(0)=q/(4v)$.
- `static_dielectric_constant` gives $1+\pi g/(2v)$ for the static RPA dielectric function, where $g$ is the squared charge in Gaussian units and $2\pi g/q$ is the two-dimensional Coulomb interaction for a sheet in vacuum.
- `universal_conductivity` gives the limit $1/4$, in units of $e^2/\hbar$, as $q\to0^+$ at fixed $w>0$.

The spectrum $A$ is a definition here; it is not derived from the Dirac Hamiltonian. Likewise, the dispersion relation is adopted as the definition of the response and is not deduced from causality. The model has no doping, temperature, disorder or lattice cutoff, and interactions enter only through the RPA expression for the dielectric function. Real frequencies above threshold are left out: there the denominator vanishes inside the absorbing range, and a principal value would be required in place of the ordinary integral.

## An arctangent removes the threshold singularity

Write $a=vq$, take a real $c$ with $a^2+c>0$, and set

$$S=\sqrt{a^2+c},\qquad u(x)=\sqrt{x^2-a^2},\qquad F(x)=\frac1S\arctan\frac{u(x)}{S}.$$

For $x>a$ we have $u'(x)=x/u$, so the chain rule gives

$$F'(x)=\frac1S\cdot\frac{1}{1+u^2/S^2}\cdot\frac{x}{uS}=\frac{x}{(S^2+u^2)\,u}.$$

Since $S^2+u^2=a^2+c+x^2-a^2=x^2+c$, this is

$$F'(x)=\frac{x}{(x^2+c)\sqrt{x^2-a^2}} .$$

The derivative diverges at the threshold, but $F$ is continuous there, with $F(a)=0$. As $x\to\infty$, $u\to\infty$ and $F(x)\to\pi/(2S)$. The integrand is nonnegative, so these finite limits establish convergence as well as the value:

$$\int_a^\infty\frac{x}{(x^2+c)\sqrt{x^2-a^2}}\,dx=\frac{\pi}{2S}.$$

Now put $c=s$. Because $A$ vanishes up to $vq$, only $x>vq$ contributes to the transform, and

$$K(s)=\frac2\pi\cdot\frac{q^2}{4}\cdot\frac{\pi}{2\sqrt{v^2q^2+s}}=\frac{q^2}{4\sqrt{v^2q^2+s}} .$$

## Static screening and the conductivity $1/4$

At $s=0$ the square root is $vq$, so $K(0)=q^2/(4vq)=q/(4v)$. Multiplying by the Coulomb interaction cancels the wavevector:

$$1+\frac{2\pi g}{q}\cdot\frac{q}{4v}=1+\frac{\pi g}{2v}.$$

Within the static RPA for this model, undoped graphene therefore screens like a medium with a dielectric constant, equally at all wavelengths.

By charge conservation, the conductivity at frequency $iw$, in units of $e^2/\hbar$, is $wK(w^2)/q^2$. For $q>0$,

$$\frac{w}{q^2}\cdot\frac{q^2}{4\sqrt{v^2q^2+w^2}}=\frac{w}{4\sqrt{v^2q^2+w^2}}\;\longrightarrow\;\frac{w}{4w}=\frac14\qquad(q\to0^+).$$

The velocity drops out. The frequency is held fixed and nonzero during the limit; at $w=0$ the expression is zero for every $q>0$.

## The complete Lean file

```lean
import Mathlib

open Real Set Filter MeasureTheory Topology

namespace GraphenePolarizability

noncomputable section

/-- Interband absorption of undoped graphene at wavevector `q` and frequency `x`, with Dirac
velocity `v`, `ħ = 1` and fourfold spin-valley degeneracy; it vanishes for `x ≤ v q`. -/
def absorption (v q x : ℝ) : ℝ :=
  if v * q < x then q ^ 2 / (4 * √(x ^ 2 - (v * q) ^ 2)) else 0

/-- Kramers-Kronig transform of an absorption spectrum `A`, evaluated at squared frequency `-s`. It
is meant for `A` and `s` such that the integrand is integrable on `x > 0`; otherwise Lean's integral
is `0` by convention. -/
def kramersKronig (A : ℝ → ℝ) (s : ℝ) : ℝ :=
  2 / π * ∫ x in Ioi (0 : ℝ), x * A x / (x ^ 2 + s)

/-- Above the threshold `a ≥ 0`, and for `a ^ 2 + c > 0`, the dispersion integrand is the
derivative of an arctangent. -/
theorem hasDerivAt_arctan_threshold {a c x : ℝ} (ha : 0 ≤ a) (hc : 0 < a ^ 2 + c)
    (hx : a < x) :
    HasDerivAt (fun y => arctan (√(y ^ 2 - a ^ 2) / √(a ^ 2 + c)) / √(a ^ 2 + c))
      (x / ((x ^ 2 + c) * √(x ^ 2 - a ^ 2))) x := by
  have hxa : 0 < x ^ 2 - a ^ 2 := by nlinarith
  have hs : 0 < √(a ^ 2 + c) := Real.sqrt_pos.2 hc
  have hs2 : √(a ^ 2 + c) ^ 2 = a ^ 2 + c := Real.sq_sqrt hc.le
  have hu : 0 < √(x ^ 2 - a ^ 2) := Real.sqrt_pos.2 hxa
  have hu2 : √(x ^ 2 - a ^ 2) ^ 2 = x ^ 2 - a ^ 2 := Real.sq_sqrt hxa.le
  have h1 : HasDerivAt (fun y : ℝ => y ^ 2 - a ^ 2) (2 * x) x := by
    simpa using (hasDerivAt_pow 2 x).sub_const (a ^ 2)
  -- the chain rule, before simplification
  have h2 : HasDerivAt (fun y => arctan (√(y ^ 2 - a ^ 2) / √(a ^ 2 + c)) / √(a ^ 2 + c))
      (1 / (1 + (√(x ^ 2 - a ^ 2) / √(a ^ 2 + c)) ^ 2) *
        (2 * x / (2 * √(x ^ 2 - a ^ 2)) / √(a ^ 2 + c)) / √(a ^ 2 + c)) x :=
    (((h1.sqrt hxa.ne').div_const _).arctan).div_const _
  refine h2.congr_deriv ?_
  have h3 : x ^ 2 + c = √(a ^ 2 + c) ^ 2 + √(x ^ 2 - a ^ 2) ^ 2 := by linarith
  rw [h3]
  generalize √(a ^ 2 + c) = S at hs ⊢
  generalize √(x ^ 2 - a ^ 2) = u at hu ⊢
  have h4 : 1 + (u / S) ^ 2 = (S ^ 2 + u ^ 2) / S ^ 2 := by field_simp
  have h5 : S ^ 2 + u ^ 2 ≠ 0 := by positivity
  rw [h4]
  field_simp

/-- For a threshold `a ≥ 0` and `a ^ 2 + c > 0`, the dispersion integrand is integrable above
threshold, and its integral is `π / (2 √(a ^ 2 + c))`. -/
theorem threshold_integral {a c : ℝ} (ha : 0 ≤ a) (hc : 0 < a ^ 2 + c) :
    IntegrableOn (fun x => x / ((x ^ 2 + c) * √(x ^ 2 - a ^ 2))) (Ioi a) ∧
      ∫ x in Ioi a, x / ((x ^ 2 + c) * √(x ^ 2 - a ^ 2)) = π / (2 * √(a ^ 2 + c)) := by
  have hs : 0 < √(a ^ 2 + c) := Real.sqrt_pos.2 hc
  have hcont : Continuous
      (fun y : ℝ => arctan (√(y ^ 2 - a ^ 2) / √(a ^ 2 + c)) / √(a ^ 2 + c)) :=
    (Real.continuous_arctan.comp
      (((continuous_id.pow 2).sub continuous_const).sqrt.div_const _)).div_const _
  have hpos : ∀ x ∈ Ioi a, 0 ≤ x / ((x ^ 2 + c) * √(x ^ 2 - a ^ 2)) := by
    intro x hx
    have hx' : a < x := hx
    have hxc : 0 ≤ x ^ 2 + c := by nlinarith
    exact div_nonneg (ha.trans hx'.le) (mul_nonneg hxc (Real.sqrt_nonneg _))
  -- at high frequency the arctangent saturates at π / 2
  have hsq : Tendsto (fun y : ℝ => y ^ 2 - a ^ 2) atTop atTop := by
    simpa only [sub_eq_add_neg] using
      tendsto_atTop_add_const_right atTop (-(a ^ 2)) (tendsto_pow_atTop (α := ℝ) two_ne_zero)
  have hlim : Tendsto
      (fun y : ℝ => arctan (√(y ^ 2 - a ^ 2) / √(a ^ 2 + c)) / √(a ^ 2 + c))
      atTop (𝓝 (π / 2 / √(a ^ 2 + c))) :=
    ((Real.tendsto_arctan_atTop.mono_right nhdsWithin_le_nhds).comp
      ((Real.tendsto_sqrt_atTop.comp hsq).atTop_div_const hs)).div_const _
  have hder := fun x (hx : x ∈ Ioi a) => hasDerivAt_arctan_threshold ha hc hx
  refine ⟨integrableOn_Ioi_deriv_of_nonneg hcont.continuousWithinAt hder hpos hlim, ?_⟩
  rw [integral_Ioi_of_hasDerivAt_of_nonneg hcont.continuousWithinAt hder hpos hlim]
  simp only [sub_self, Real.sqrt_zero, zero_div, Real.arctan_zero, sub_zero, div_div]

/-- The Kramers-Kronig transform of graphene's absorption in closed form, at every squared
frequency `-s` below the squared threshold `(v q) ^ 2`, for `v, q > 0`. -/
theorem kramersKronig_absorption {v q s : ℝ} (hv : 0 < v) (hq : 0 < q)
    (hs : 0 < (v * q) ^ 2 + s) :
    kramersKronig (absorption v q) s = q ^ 2 / (4 * √((v * q) ^ 2 + s)) := by
  have ha : 0 < v * q := mul_pos hv hq
  -- only frequencies above threshold contribute
  have h1 : ∫ x in Ioi (0 : ℝ), x * absorption v q x / (x ^ 2 + s) =
      ∫ x in Ioi (v * q), x * absorption v q x / (x ^ 2 + s) := by
    refine MeasureTheory.setIntegral_eq_of_subset_of_forall_sdiff_eq_zero measurableSet_Ioi
      (Ioi_subset_Ioi ha.le) ?_
    intro x hx
    have hx' : ¬ v * q < x := hx.2
    simp only [absorption, if_neg hx', mul_zero, zero_div]
  have h2 : ∫ x in Ioi (v * q), x * absorption v q x / (x ^ 2 + s) =
      ∫ x in Ioi (v * q), q ^ 2 / 4 * (x / ((x ^ 2 + s) * √(x ^ 2 - (v * q) ^ 2))) := by
    refine setIntegral_congr_fun measurableSet_Ioi ?_
    intro x hx
    have hx' : v * q < x := hx
    simp only [absorption, if_pos hx']
    rw [← div_div x]
    ring
  have hS : √((v * q) ^ 2 + s) ≠ 0 := (Real.sqrt_pos.2 hs).ne'
  rw [kramersKronig, h1, h2, integral_const_mul, (threshold_integral ha.le hs).2]
  generalize √((v * q) ^ 2 + s) = S at hS ⊢
  have hpi : π ≠ 0 := Real.pi_ne_zero
  field_simp
  try norm_num

/-- For `v, q > 0` and real `w`, the interband absorption of undoped graphene reconstructs its
polarizability at imaginary frequency `i w`, up to sign: `q ^ 2 / (4 √(v ^ 2 q ^ 2 + w ^ 2))`. -/
theorem polarizability_imaginary_frequency {v q : ℝ} (hv : 0 < v) (hq : 0 < q) (w : ℝ) :
    kramersKronig (absorption v q) (w ^ 2) = q ^ 2 / (4 * √(v ^ 2 * q ^ 2 + w ^ 2)) := by
  rw [kramersKronig_absorption hv hq (by positivity), mul_pow]

/-- For `v, q > 0` and a real frequency `Ω` below the absorption threshold, `|Ω| < v q`, the same
absorption gives the polarizability, up to sign: `q ^ 2 / (4 √(v ^ 2 q ^ 2 - Ω ^ 2))`. -/
theorem polarizability_below_threshold {v q Ω : ℝ} (hv : 0 < v) (hq : 0 < q)
    (hΩ : |Ω| < v * q) :
    kramersKronig (absorption v q) (-Ω ^ 2) = q ^ 2 / (4 * √(v ^ 2 * q ^ 2 - Ω ^ 2)) := by
  have h : Ω ^ 2 < (v * q) ^ 2 := sq_lt_sq.2 (by rwa [abs_of_pos (mul_pos hv hq)])
  rw [kramersKronig_absorption hv hq (by linarith), mul_pow, ← sub_eq_add_neg]

/-- For `v, q > 0` the static polarizability of undoped graphene is, up to sign, `q / (4 v)`. -/
theorem static_polarizability {v q : ℝ} (hv : 0 < v) (hq : 0 < q) :
    kramersKronig (absorption v q) 0 = q / (4 * v) := by
  rw [kramersKronig_absorption hv hq (by positivity), add_zero,
    Real.sqrt_sq (mul_pos hv hq).le]
  field_simp

/-- With the two-dimensional Coulomb interaction `2 π g / q`, where `g` is the squared charge, the
static RPA dielectric function is `1 + π g / (2 v)` at every `q > 0`, for `v > 0`. -/
theorem static_dielectric_constant {v q : ℝ} (hv : 0 < v) (hq : 0 < q) (g : ℝ) :
    1 + 2 * π * g / q * kramersKronig (absorption v q) 0 = 1 + π * g / (2 * v) := by
  rw [static_polarizability hv hq]
  congr 1
  have h : 2 * π * g / q * (q / (4 * v)) = π * g / (2 * v) * (q / q) := by ring
  rw [h, div_self hq.ne', mul_one]

/-- For `v, w > 0`, the conductivity at imaginary frequency `i w`, in units of the squared charge
over `ħ`, tends to `1 / 4` in the long-wavelength limit `q → 0+`. -/
theorem universal_conductivity {v w : ℝ} (hv : 0 < v) (hw : 0 < w) :
    Tendsto (fun q => w / q ^ 2 * kramersKronig (absorption v q) (w ^ 2))
      (𝓝[>] 0) (𝓝 (1 / 4)) := by
  have hS : ∀ q : ℝ, 0 < √(v ^ 2 * q ^ 2 + w ^ 2) := fun q =>
    Real.sqrt_pos.2 (by positivity)
  have hcont : Continuous (fun q : ℝ => w / (4 * √(v ^ 2 * q ^ 2 + w ^ 2))) :=
    continuous_const.div (by fun_prop) (fun q => (mul_pos four_pos (hS q)).ne')
  have h0 : w / (4 * √(v ^ 2 * 0 ^ 2 + w ^ 2)) = 1 / 4 := by
    have h : v ^ 2 * 0 ^ 2 + w ^ 2 = w ^ 2 := by ring
    rw [h, Real.sqrt_sq hw.le]
    field_simp
  have hlim := hcont.tendsto 0
  rw [h0] at hlim
  -- the factor q ^ 2 cancels for every positive wavevector
  refine (hlim.mono_left nhdsWithin_le_nhds).congr' ?_
  filter_upwards [self_mem_nhdsWithin] with q hq
  have hq' : 0 < q := hq
  rw [polarizability_imaginary_frequency hv hq' w]
  have hSq := hS q
  generalize √(v ^ 2 * q ^ 2 + w ^ 2) = S at hSq ⊢
  field_simp

end

end GraphenePolarizability
```

```lean
#print axioms GraphenePolarizability.polarizability_imaginary_frequency
#print axioms GraphenePolarizability.polarizability_below_threshold
#print axioms GraphenePolarizability.static_dielectric_constant
#print axioms GraphenePolarizability.universal_conductivity
```

```
'GraphenePolarizability.polarizability_imaginary_frequency' depends on axioms: [propext, Classical.choice, Quot.sound]
'GraphenePolarizability.polarizability_below_threshold' depends on axioms: [propext, Classical.choice, Quot.sound]
'GraphenePolarizability.static_dielectric_constant' depends on axioms: [propext, Classical.choice, Quot.sound]
'GraphenePolarizability.universal_conductivity' depends on axioms: [propext, Classical.choice, Quot.sound]
```

## From the derivative to the integral

`hasDerivAt_arctan_threshold` is the differentiation of $F$. Its step `h2` records the raw chain-rule expression, and `congr_deriv` reduces the goal to showing that this expression equals the desired integrand. The identity $x^2+c=S^2+u^2$ is `h3`. The two `generalize` steps then replace the square roots by plain variables `S` and `u`, which leaves an identity between rational functions for `field_simp`.

`threshold_integral` collects what the fundamental theorem of calculus needs on a half-line: continuity of $F$ (`hcont`), the derivative at every $x>a$ (`hder`), nonnegativity of the integrand (`hpos`) and the limit at infinity (`hlim`). The Mathlib lemma `integrableOn_Ioi_deriv_of_nonneg` turns these into integrability, and `integral_Ioi_of_hasDerivAt_of_nonneg` gives the value. Both ask for the derivative only on the open half-line and for continuity at its endpoint. The inverse-square-root singularity thus needs no separate estimate. The final `simp only` evaluates $F(a)=0$.

## From the integral to the response functions

In `kramersKronig_absorption`, step `h1` shrinks the integration range from $x>0$ to $x>vq$, using the fact that the absorption vanishes on the difference. Step `h2` inserts the formula for $A$ above threshold and separates the constant $q^2/4$. The rewrite that follows pulls this constant out of the integral and inserts the value from `threshold_integral`; `field_simp` cancels the factors of $\pi$.

The next three theorems specialise $s$. For imaginary frequencies the condition $v^2q^2+w^2>0$ is settled by `positivity`. Below threshold, `sq_lt_sq` converts $|\Omega|<vq$ into $\Omega^2<(vq)^2$, which is the required condition. In the static case, `Real.sqrt_sq` evaluates the root as $vq$, because $vq$ is positive. The dielectric result then substitutes the static value and cancels $q/q$.

The proof of `universal_conductivity` first studies the simplified function $w/(4\sqrt{v^2q^2+w^2})$. It is continuous in $q$ (`hcont`) and equals $1/4$ at $q=0$ (`h0`), so its limit is known. The original expression agrees with it for every positive $q$, and `congr'` transfers the limit because the filter `𝓝[>] 0` sees only positive wavevectors near zero. This is the cancellation of $q^2$ carried out before the limit is taken.
